# Exchange and logarithmic correlation lower a model electron gas's bulk modulus below its small-q RPA dielectric value

Take an electron gas of density n whose energy per electron has only a kinetic and a correlation term, e(n) = A n^(2/3) − C ln n, with A, C > 0. Its pressure is n² e′(n) = (2/3)A n^(5/3) − Cn, and n times the density derivative of that is

(10/9)A n^(5/3) − Cn.

The first term alone is the bulk modulus of the free gas. As I understand it, that is also what the static RPA dielectric function gives at small q, because it is built from the free-gas response. So the energy and the dielectric function disagree by Cn.

With an exchange term −B n^(1/3), B > 0, added to the energy, I expect the bulk modulus to be (10/9)A n^(5/3) − (4/9)B n^(4/3) − Cn, still strictly below the dielectric value. Can this be made rigorous and machine-checked, with the dielectric value obtained from an actual q → 0 limit and not simply declared to be the free-gas one?

## The modulus from the energy

Yes. Start from N electrons in volume V with total energy N e(N/V). The pressure is minus the volume derivative, which is n² e′(n). For

e(n) = A n^(2/3) − B n^(1/3) − C ln n

the derivative is

e′(n) = (2/3)A n^(−1/3) − (1/3)B n^(−2/3) − C/n,

so the pressure is

P(n) = (2/3)A n^(5/3) − (1/3)B n^(4/3) − Cn.

Differentiating once more and multiplying by n gives the bulk modulus:

n P′(n) = (10/9)A n^(5/3) − (4/9)B n^(4/3) − Cn.

Here A sets the kinetic energy, B the exchange energy, and C the strength of the logarithmic correlation term known from the high-density gas. A constant added to e would not change the result.

## The modulus from the dielectric function

Let k_F = (3π²n)^(1/3) be the Fermi wavenumber, E_F = (5/3)A n^(2/3) the Fermi energy, D = 3n/(2E_F) the density of states at the Fermi level per unit volume, and g the squared electron charge in Gaussian units. The static RPA dielectric function is

ε(q) = 1 + (4πg/q²) D F(q/(2k_F)),

F(x) = 1/2 + ((1 − x²)/(4x)) ln|(1 + x)/(1 − x)|.

For 0 < x < 1 the logarithm is ln(1 + x) − ln(1 − x). This difference vanishes at x = 0 and has slope 2 there, so its quotient by x tends to 2. Therefore

F(x) → 1/2 + (1/4)·2 = 1 as x → 0+,

q²(ε(q) − 1) → 4πgD as q → 0+.

The compressibility sum rule connects this limit to a modulus. Let the total electrostatic potential, applied plus induced, be static and vary slowly in space. The density then changes with the potential energy of an electron at a rate of magnitude dn/dμ, where μ = d(n e)/dn is the chemical potential of the uniform gas. Since dP = n dμ, this rate is n²/K for a gas of bulk modulus K. The value of K read off ε is thus the one for which

K q²(ε(q) − 1) → 4πg n².

Comparing the two limits gives K D = n². With D = 9n^(1/3)/(10A),

K = (10/9)A n^(5/3),

which is the free-gas modulus. The gap between the two values is

K − n P′(n) = (4/9)B n^(4/3) + Cn > 0.

For this uniform, unpolarised three-term model, the gap shows an inconsistency to watch for in electronic-structure work: a compressibility taken from an energy with exchange and correlation need not match the one taken from the RPA response.

## Where the modulus is positive

Write x = n^(1/3) and s = √(4B² + 90AC). Multiplying the modulus by 90A gives

90A · n P′(n) = n(10Ax − 2B + s)(10Ax − 2B − s).

Because s > 2B, the first bracket is positive, and the sign is that of the second. The modulus is positive exactly when

n^(1/3) > (2B + s)/(10A).

This threshold belongs to the formula. As the logarithm describes high densities, it need not locate an instability of the real electron gas.

## What the Lean statements say

Densities, coefficients and wavenumbers are real numbers, and fractional powers are real powers. `energy A B C` is the function e. `pressure` and `bulkModulus` accept any function `e : ℝ → ℝ` and are defined through `deriv`, so the closed form is a theorem and not a definition. `fermiWavenumber`, `fermiEnergy`, `densityOfStates`, `lindhard` and `rpaDielectric` are k_F, E_F, D, F and ε.

`ImpliedByDielectric g A n K` is the sum rule as a limit, with `𝓝[>] 0` meaning that q approaches zero through positive values. The theorem `impliedByDielectric_iff` says that, for positive g, A and n, a number K satisfies it if and only if K equals `bulkModulus (energy A 0 0) n`, the modulus with exchange and correlation switched off. There is therefore exactly one such K.

The main theorem, `bulkModulus_lt_dielectric`, takes positive g, A, B, C and n, together with a K that satisfies the sum rule. It concludes both the closed form and the strict inequality. The last theorem, `bulkModulus_pos_iff`, gives the positivity threshold for positive A, C and n, and allows B to be any real number.

The three-term energy, the Lindhard form of the response and the sum rule enter as definitions; none is derived from a many-electron Hamiltonian. The coefficients are free parameters, not computed from the electron mass and charge, and g is not tied to B or C.

```lean
import Mathlib

open Filter Topology
open scoped Real

namespace RPABulkModulus

noncomputable section

/-- Energy per electron at density `n`: kinetic, exchange and logarithmic correlation terms. -/
def energy (A B C n : ℝ) : ℝ :=
  A * n ^ (2 / 3 : ℝ) - B * n ^ (1 / 3 : ℝ) - C * Real.log n

/-- Pressure `n² e'(n)` for an energy per electron `e`. -/
def pressure (e : ℝ → ℝ) (n : ℝ) : ℝ := n ^ 2 * deriv e n

/-- Bulk modulus `n dP/dn` for an energy per electron `e`. -/
def bulkModulus (e : ℝ → ℝ) (n : ℝ) : ℝ := n * deriv (pressure e) n

/-- Fermi wavenumber of the unpolarised electron gas. -/
def fermiWavenumber (n : ℝ) : ℝ := (3 * π ^ 2 * n) ^ (1 / 3 : ℝ)

/-- Fermi energy of the free gas whose kinetic energy per electron is `A n^(2/3)`. -/
def fermiEnergy (A n : ℝ) : ℝ := 5 / 3 * A * n ^ (2 / 3 : ℝ)

/-- Density of states of the free gas at the Fermi level, per unit volume. -/
def densityOfStates (A n : ℝ) : ℝ := 3 * n / (2 * fermiEnergy A n)

/-- Static Lindhard factor as a function of `x = q / (2 k_F)`. -/
def lindhard (x : ℝ) : ℝ :=
  1 / 2 + (1 - x ^ 2) / (4 * x) * Real.log |(1 + x) / (1 - x)|

/-- Static RPA dielectric function at wavenumber `q`, with `g` the squared electron charge
in Gaussian units. -/
def rpaDielectric (g A n q : ℝ) : ℝ :=
  1 + 4 * π * g / q ^ 2 * densityOfStates A n * lindhard (q / (2 * fermiWavenumber n))

/-- The compressibility sum rule: `K` is the bulk modulus read off the RPA dielectric function
at small `q`, that is, `K q² (ε(q) - 1)` tends to `4π g n²`. -/
def ImpliedByDielectric (g A n K : ℝ) : Prop :=
  Tendsto (fun q => K * (q ^ 2 * (rpaDielectric g A n q - 1))) (𝓝[>] 0) (𝓝 (4 * π * g * n ^ 2))

/-- The derivative of the energy per electron with respect to density. -/
theorem hasDerivAt_energy (A B C : ℝ) {n : ℝ} (hn : 0 < n) :
    HasDerivAt (energy A B C)
      (2 / 3 * A * n ^ (-1 / 3 : ℝ) - 1 / 3 * B * n ^ (-2 / 3 : ℝ) - C / n) n := by
  have h1 := (Real.hasDerivAt_rpow_const (x := n) (p := 2 / 3) (Or.inl hn.ne')).const_mul A
  have h2 := (Real.hasDerivAt_rpow_const (x := n) (p := 1 / 3) (Or.inl hn.ne')).const_mul B
  have h3 := (Real.hasDerivAt_log hn.ne').const_mul C
  rw [show (2 / 3 : ℝ) - 1 = -1 / 3 by norm_num] at h1
  rw [show (1 / 3 : ℝ) - 1 = -2 / 3 by norm_num] at h2
  have h : HasDerivAt (energy A B C) _ n := (h1.fun_sub h2).fun_sub h3
  exact h.congr_deriv (by ring)

/-- The pressure of the electron gas as an explicit function of density. -/
theorem pressure_energy (A B C : ℝ) {n : ℝ} (hn : 0 < n) :
    pressure (energy A B C) n =
      2 / 3 * A * n ^ (5 / 3 : ℝ) - 1 / 3 * B * n ^ (4 / 3 : ℝ) - C * n := by
  have e1 : n ^ 2 * n ^ (-1 / 3 : ℝ) = n ^ (5 / 3 : ℝ) := by
    rw [← Real.rpow_two, ← Real.rpow_add hn]; norm_num
  have e2 : n ^ 2 * n ^ (-2 / 3 : ℝ) = n ^ (4 / 3 : ℝ) := by
    rw [← Real.rpow_two, ← Real.rpow_add hn]; norm_num
  have e3 : n ^ 2 * (C / n) = C * n := by
    rw [← mul_div_assoc, div_eq_iff hn.ne']; ring
  rw [pressure, (hasDerivAt_energy A B C hn).deriv]
  linear_combination 2 / 3 * A * e1 - 1 / 3 * B * e2 - e3

/-- The bulk modulus of the electron gas as an explicit function of density. -/
theorem bulkModulus_energy (A B C : ℝ) {n : ℝ} (hn : 0 < n) :
    bulkModulus (energy A B C) n =
      10 / 9 * A * n ^ (5 / 3 : ℝ) - 4 / 9 * B * n ^ (4 / 3 : ℝ) - C * n := by
  have h1 := (Real.hasDerivAt_rpow_const (x := n) (p := 5 / 3) (Or.inl hn.ne')).const_mul
    (2 / 3 * A)
  have h2 := (Real.hasDerivAt_rpow_const (x := n) (p := 4 / 3) (Or.inl hn.ne')).const_mul
    (1 / 3 * B)
  have h3 := (hasDerivAt_id' n).const_mul C
  rw [show (5 / 3 : ℝ) - 1 = 2 / 3 by norm_num] at h1
  rw [show (4 / 3 : ℝ) - 1 = 1 / 3 by norm_num] at h2
  -- the explicit pressure holds on a whole neighbourhood of `n`
  have h := ((h1.fun_sub h2).fun_sub h3).congr_of_eventuallyEq
    (f₁ := pressure (energy A B C)) (by
      filter_upwards [Ioi_mem_nhds hn] with m hm
      exact pressure_energy A B C hm)
  have e1 : n ^ (5 / 3 : ℝ) = n * n ^ (2 / 3 : ℝ) := by
    rw [show (5 / 3 : ℝ) = 1 + 2 / 3 by norm_num, Real.rpow_add hn, Real.rpow_one]
  have e2 : n ^ (4 / 3 : ℝ) = n * n ^ (1 / 3 : ℝ) := by
    rw [show (4 / 3 : ℝ) = 1 + 1 / 3 by norm_num, Real.rpow_add hn, Real.rpow_one]
  rw [bulkModulus, h.deriv, e1, e2]
  ring

/-- The static Lindhard factor tends to one at long wavelength. -/
theorem tendsto_lindhard : Tendsto lindhard (𝓝[>] 0) (𝓝 1) := by
  have h1 : HasDerivAt (fun x : ℝ => Real.log (1 + x)) (1 / (1 + 0)) 0 :=
    ((hasDerivAt_id' (0 : ℝ)).const_add 1).log (by norm_num)
  have h2 : HasDerivAt (fun x : ℝ => Real.log (1 - x)) (-1 / (1 - 0)) 0 :=
    ((hasDerivAt_id' (0 : ℝ)).const_sub 1).log (by norm_num)
  -- the logarithm has slope two at the origin
  have hg : HasDerivAt (fun x : ℝ => Real.log (1 + x) - Real.log (1 - x)) 2 0 :=
    (h1.fun_sub h2).congr_deriv (by norm_num)
  have hs := (hasDerivAt_iff_tendsto_slope_zero.mp hg).mono_left
    (nhdsWithin_mono (0 : ℝ) (s := Set.Ioi 0) (fun x hx => (Set.mem_Ioi.mp hx).ne'))
  have hc : Tendsto (fun x : ℝ => (1 - x ^ 2) / 4) (𝓝[>] 0) (𝓝 (1 / 4)) := by
    have h : Continuous (fun x : ℝ => (1 - x ^ 2) / 4) := by fun_prop
    have h0 := (h.tendsto 0).mono_left (nhdsWithin_le_nhds (s := Set.Ioi 0))
    convert h0 using 2
    norm_num
  have h := (hc.mul hs).const_add (1 / 2)
  rw [show (1 / 2 + 1 / 4 * 2 : ℝ) = 1 by norm_num] at h
  refine h.congr' ?_
  filter_upwards [Ioo_mem_nhdsGT (show (0 : ℝ) < 1 by norm_num)] with x hx
  have hp : 1 + x ≠ 0 := by linarith [hx.1]
  have hm : 1 - x ≠ 0 := by linarith [hx.2]
  simp only [lindhard, Real.log_abs, smul_eq_mul, zero_add, add_zero, sub_zero, Real.log_one]
  rw [Real.log_div hp hm]
  ring

/-- At small `q` the quantity `q² (ε(q) - 1)` tends to `4π g` times the density of states. -/
theorem tendsto_rpaDielectric (g A : ℝ) {n : ℝ} (hn : 0 < n) :
    Tendsto (fun q => q ^ 2 * (rpaDielectric g A n q - 1)) (𝓝[>] 0)
      (𝓝 (4 * π * g * densityOfStates A n)) := by
  have hk : 0 < 2 * fermiWavenumber n := by unfold fermiWavenumber; positivity
  have hq : Tendsto (fun q : ℝ => q / (2 * fermiWavenumber n)) (𝓝[>] 0) (𝓝[>] 0) := by
    refine tendsto_nhdsWithin_iff.mpr ⟨?_, ?_⟩
    · have h : Continuous (fun q : ℝ => q / (2 * fermiWavenumber n)) := by fun_prop
      have h0 := (h.tendsto 0).mono_left (nhdsWithin_le_nhds (s := Set.Ioi 0))
      rwa [zero_div] at h0
    · filter_upwards [self_mem_nhdsWithin] with q hq
      exact div_pos hq hk
  have h := (tendsto_lindhard.comp hq).const_mul (4 * π * g * densityOfStates A n)
  rw [mul_one] at h
  refine h.congr' ?_
  filter_upwards [self_mem_nhdsWithin] with q hq
  have hq2 : q ^ 2 * (q ^ 2)⁻¹ = 1 := mul_inv_cancel₀ (pow_ne_zero 2 (Set.mem_Ioi.mp hq).ne')
  simp only [Function.comp_apply, rpaDielectric]
  generalize lindhard (q / (2 * fermiWavenumber n)) = F
  linear_combination (-(4 * π * g * densityOfStates A n * F)) * hq2

/-- The bulk modulus implied by the small-`q` RPA dielectric function is exactly that of the
free gas, without exchange and correlation. -/
theorem impliedByDielectric_iff {g A n : ℝ} (hg : 0 < g) (hA : 0 < A) (hn : 0 < n) (K : ℝ) :
    ImpliedByDielectric g A n K ↔ K = bulkModulus (energy A 0 0) n := by
  have ht : 0 < n ^ (2 / 3 : ℝ) := Real.rpow_pos_of_pos hn _
  have hN : 0 < densityOfStates A n := by unfold densityOfStates fermiEnergy; positivity
  -- density of states times free-gas bulk modulus is the squared density
  have hNK : bulkModulus (energy A 0 0) n * densityOfStates A n = n ^ 2 := by
    rw [bulkModulus_energy A 0 0 hn, show (5 / 3 : ℝ) = 1 + 2 / 3 by norm_num,
      Real.rpow_add hn, Real.rpow_one, densityOfStates, fermiEnergy, ← mul_div_assoc,
      div_eq_iff (by positivity)]
    ring
  have hlim := (tendsto_rpaDielectric g A hn).const_mul K
  have hpos : 0 < 4 * π * g * densityOfStates A n := by positivity
  constructor
  · intro h
    have hu := tendsto_nhds_unique h hlim
    refine mul_right_cancel₀ hpos.ne' ?_
    linear_combination -hu - 4 * π * g * hNK
  · intro h
    have hv : K * (4 * π * g * densityOfStates A n) = 4 * π * g * n ^ 2 := by
      rw [h]; linear_combination 4 * π * g * hNK
    rw [hv] at hlim
    exact hlim

/-- The bulk modulus of the electron gas with exchange and correlation has the stated closed
form and lies strictly below the value `K` implied by the small-`q` RPA dielectric function. -/
theorem bulkModulus_lt_dielectric {g A B C n K : ℝ} (hg : 0 < g) (hA : 0 < A) (hB : 0 < B)
    (hC : 0 < C) (hn : 0 < n) (hK : ImpliedByDielectric g A n K) :
    bulkModulus (energy A B C) n =
        10 / 9 * A * n ^ (5 / 3 : ℝ) - 4 / 9 * B * n ^ (4 / 3 : ℝ) - C * n ∧
      bulkModulus (energy A B C) n < K := by
  refine ⟨bulkModulus_energy A B C hn, ?_⟩
  rw [(impliedByDielectric_iff hg hA hn K).mp hK, bulkModulus_energy A B C hn,
    bulkModulus_energy A 0 0 hn]
  have hx : 0 < B * n ^ (4 / 3 : ℝ) := mul_pos hB (Real.rpow_pos_of_pos hn _)
  have hc : 0 < C * n := mul_pos hC hn
  linarith

/-- The bulk modulus is positive exactly when the cube root of the density exceeds an explicit
threshold. -/
theorem bulkModulus_pos_iff {A C n : ℝ} (B : ℝ) (hA : 0 < A) (hC : 0 < C) (hn : 0 < n) :
    0 < bulkModulus (energy A B C) n ↔
      (2 * B + √(4 * B ^ 2 + 90 * A * C)) / (10 * A) < n ^ (1 / 3 : ℝ) := by
  have hAC : 0 < A * C := mul_pos hA hC
  have hs2 : √(4 * B ^ 2 + 90 * A * C) ^ 2 = 4 * B ^ 2 + 90 * A * C :=
    Real.sq_sqrt (by positivity)
  have hs : 2 * B < √(4 * B ^ 2 + 90 * A * C) := Real.lt_sqrt_of_sq_lt (by nlinarith)
  have hx : 0 < n ^ (1 / 3 : ℝ) := Real.rpow_pos_of_pos hn _
  have e1 : n ^ (5 / 3 : ℝ) = n * (n ^ (1 / 3 : ℝ)) ^ 2 := by
    rw [show (5 / 3 : ℝ) = 1 + 1 / 3 + 1 / 3 by norm_num, Real.rpow_add hn, Real.rpow_add hn,
      Real.rpow_one]
    ring
  have e2 : n ^ (4 / 3 : ℝ) = n * n ^ (1 / 3 : ℝ) := by
    rw [show (4 / 3 : ℝ) = 1 + 1 / 3 by norm_num, Real.rpow_add hn, Real.rpow_one]
  rw [bulkModulus_energy A B C hn, e1, e2, div_lt_iff₀ (by positivity)]
  generalize √(4 * B ^ 2 + 90 * A * C) = s at hs2 hs ⊢
  generalize n ^ (1 / 3 : ℝ) = x at hx ⊢
  -- factor the quadratic in the cube root of the density
  have key : 90 * A * (10 / 9 * A * (n * x ^ 2) - 4 / 9 * B * (n * x) - C * n) =
      n * (10 * A * x - 2 * B + s) * (10 * A * x - 2 * B - s) := by
    linear_combination n * hs2
  have hAx : 0 < A * x := mul_pos hA hx
  have hP : 0 < n * (10 * A * x - 2 * B + s) := mul_pos hn (by linarith)
  have h90 : 0 < 90 * A := by positivity
  constructor
  · intro h
    have h' := mul_pos h90 h
    rw [key] at h'
    have := (mul_pos_iff_of_pos_left hP).mp h'
    linarith
  · intro h
    refine (mul_pos_iff_of_pos_left h90).mp ?_
    rw [key]
    exact mul_pos hP (by linarith)

end

end RPABulkModulus
```

```lean
#print axioms RPABulkModulus.bulkModulus_lt_dielectric
#print axioms RPABulkModulus.bulkModulus_pos_iff
```

```
'RPABulkModulus.bulkModulus_lt_dielectric' depends on axioms: [propext, Classical.choice, Quot.sound]
'RPABulkModulus.bulkModulus_pos_iff' depends on axioms: [propext, Classical.choice, Quot.sound]
```

## How the proof follows the calculation

`hasDerivAt_energy` differentiates the three terms of e. `pressure_energy` multiplies by n² and combines the powers, for instance n² · n^(−1/3) = n^(5/3).

`bulkModulus_energy` performs the second differentiation. A derivative at n depends on the pressure near n as well as at n, so the proof uses the explicit pressure at every positive density, which covers a neighbourhood of n. The step `congr_of_eventuallyEq` then transfers the derivative from the explicit formula to `pressure (energy A B C)`.

`tendsto_lindhard` is the limit F → 1. It proves that ln(1 + x) − ln(1 − x) has derivative 2 at zero, turns this into a limit of difference quotients, multiplies by (1 − x²)/4, which tends to 1/4, and adds 1/2. The resulting expression agrees with `lindhard` on 0 < x < 1, where the logarithm of the quotient splits into a difference.

`tendsto_rpaDielectric` substitutes x = q/(2k_F), which tends to zero from above along with q, and cancels q² against 1/q². This gives the limit 4πgD.

In `impliedByDielectric_iff`, the identity `hNK` states that the free-gas modulus times D is n². If K satisfies the sum rule, K q²(ε(q) − 1) has the two limits 4πg n² and K · 4πgD. Uniqueness of limits makes them equal, and cancelling the positive factor 4πgD fixes K. Conversely, inserting the free-gas modulus gives the required limit.

`bulkModulus_lt_dielectric` replaces K by the free-gas modulus and writes both moduli in closed form. What remains is that B n^(4/3) and Cn are positive, from which `linarith` obtains the inequality.

`bulkModulus_pos_iff` rewrites the modulus in terms of n^(1/3). Its identity `key` is the factorisation above, and `hP` records that n times the first bracket is positive. Both directions of the equivalence then follow from the sign of the second bracket.
